# For poles that move rigidly with the levels, the linearized $G_0W_0$ correction is $Z$ times the self-consistent uniform shift

A $GW$ calculation corrects a mean-field level $e_n$ by an amount that depends on the self-energy, and the self-energy is itself built from the levels. Suppose that self-consistency is sought by moving the whole spectrum by one common energy $D$. If the poles of the self-energy move with the levels, keep their strengths, and none of them lies at $e_n$, exactly one shift reproduces itself at level $n$:

$$D=\Sigma(e_n;e)-V .$$

Here $\Sigma$ is the sum over the poles, without static exchange, and the fixed number $V$ is the expectation value of the exchange-correlation potential less the static exchange self-energy. The shift is computed from the unshifted spectrum $e$. The linearized $G_0W_0$ correction of the same level is $ZD$, with $Z=1/(1-\Sigma'(e_n))$ strictly between zero and one when there is at least one pole and all pole strengths are positive. In this finite-pole model with a rigid shift, eigenvalue self-consistency therefore removes the renormalization factor from the linearized $G_0W_0$ correction.

## Moving the levels and the frequency together

Let $p$ label the poles of the diagonal self-energy of level $n$. Pole $p$ belongs to a level $m(p)$, has strength $M_p$, and lies at a displacement $s_p$ from that level:

$$\Sigma(w;e)=\sum_p\frac{M_p}{g_p(w;e)},\qquad g_p(w;e)=w-e_{m(p)}-s_p .$$

In $GW$ the displacement is an excitation energy of the screened interaction, taken with a minus sign for occupied levels and a plus sign for empty ones, and the strength is a squared coupling amplitude. One level may carry several poles. The number $V$ is the expectation value of the exchange-correlation potential in orbital $n$, less the static exchange self-energy, which the sum over poles does not contain.

The strengths, the displacements and $V$ are held fixed while the levels move. With fixed orbitals and occupations this suits a rigid shift, because the random-phase screening depends on the levels only through differences between empty and occupied energies.

Call the self-energy regular at $w$ if no $g_p(w;e)$ vanishes, and assume this at $w=e_n$. Write $e+D$ for the spectrum with every level raised by $D$. Then

$$g_p(w+D;e+D)=(w+D)-(e_{m(p)}+D)-s_p=g_p(w;e).$$

Every term of the sum is unchanged, so $\Sigma(w+D;e+D)=\Sigma(w;e)$, and regularity carries over as well. The self-consistency condition

$$D=\Sigma(e_n+D;e+D)-V$$

becomes $D=\Sigma(e_n;e)-V$. The right-hand side no longer contains $D$, which gives one solution and no other.

## The slope and the linearized equation

At a regular frequency each term can be differentiated with respect to $w$. Since $g_p$ has slope one,

$$\Sigma'(w;e)=-\sum_p\frac{M_p}{g_p(w;e)^2}.$$

With at least one pole and positive strengths this is negative. Hence $1-\Sigma'(e_n)>1$ and $0<Z<1$.

In $G_0W_0$ the spectrum inside the self-energy stays where it was, and the correction $x$ satisfies $x=\Sigma(e_n+x;e)-V$. Expanding to first order in $x$ gives

$$x=\Sigma(e_n)+\Sigma'(e_n)\,x-V .$$

Collecting the terms in $x$ yields $(1-\Sigma'(e_n))\,x=\Sigma(e_n)-V=D$, and so $x=ZD$.

## Repeating the linearized correction

Now let the whole spectrum follow each linearized correction. After $k$ rounds the shift is $x_k$, starting from $x_0=0$. The next increment $\delta$ solves the equation linearized about the shifted level,

$$x_k+\delta=\Sigma(e_n+x_k;e+x_k)+\Sigma'(e_n+x_k;e+x_k)\,\delta-V .$$

The self-energy and its slope have their original values, because the distances to the poles have not changed. Therefore $\delta=Z(D-x_k)$, and

$$D-x_{k+1}=(1-Z)(D-x_k),\qquad x_k=\bigl(1-(1-Z)^k\bigr)D .$$

The first round gives the linearized $G_0W_0$ value $ZD$. Since $0<1-Z<1$, the sequence tends to $D$.

## Poles attached to levels

The formal development starts with the data of the self-energy.

```lean
import Mathlib

open Filter Topology

namespace QuasiparticleShift

noncomputable section

/-- The poles of a self-energy: each pole `p` belongs to a level `state p`, has strength `M p`
and is displaced from that level by the energy `s p`. -/
structure Poles (ι κ : Type*) where
  state : κ → ι
  M : κ → ℝ
  s : κ → ℝ
```

The type `ι` labels levels and `κ` labels poles. The function `state` is the assignment $p\mapsto m(p)$; taking it to be the identity gives one pole per level. The field `M` holds the strengths themselves, although the letter often denotes a matrix element before squaring, and `s` holds the displacements. All three are independent of the spectrum, which is how the model keeps the screening fixed.

```lean
variable {ι κ : Type*}

/-- The spectrum `e` with every level moved by the same energy `D`. -/
def shift (e : ι → ℝ) (D : ℝ) : ι → ℝ := fun m => e m + D
```

A spectrum is a real function on the levels, and `shift e D` is $e+D$.

```lean
/-- The signed distance from the pole `p` to the frequency `w`, for the spectrum `e`. -/
def Poles.gap (P : Poles ι κ) (e : ι → ℝ) (w : ℝ) (p : κ) : ℝ :=
  w - e (P.state p) - P.s p

/-- The self-energy is regular at `w`: no pole lies at this frequency. -/
def Poles.Regular (P : Poles ι κ) (e : ι → ℝ) (w : ℝ) : Prop :=
  ∀ p, P.gap e w p ≠ 0
```

`P.gap e w p` is $g_p(w;e)$. It is the distance, with sign, from a pole to the frequency, and not a band gap. `P.Regular e w` says that all these distances are nonzero.

```lean
/-- The distance to each pole is unchanged when the spectrum and the frequency are shifted
together. -/
theorem gap_shift (P : Poles ι κ) (e : ι → ℝ) (D w : ℝ) (p : κ) :
    P.gap (shift e D) (w + D) p = P.gap e w p := by
  simp only [Poles.gap, shift]
  ring
```

This is the cancellation of $D$ in $g_p$. The definitions are unfolded and `ring` does the algebra.

## The self-energy, its factor $Z$ and the two kinds of shift

From here on the number of poles is finite; the set of levels may be of any size.

```lean
variable [Fintype κ]

/-- The self-energy `Σ(w; e)`, a sum of simple poles, for frequencies `w` that avoid the poles. -/
def Poles.sigma (P : Poles ι κ) (e : ι → ℝ) (w : ℝ) : ℝ :=
  ∑ p, P.M p / P.gap e w p
```

The self-energy is a real function of a real frequency, with no broadening and no imaginary part.

```lean
/-- The renormalization factor `Z = 1 / (1 - Σ'(e n))` of level `n`, for a self-energy that is
regular at `e n` with slope different from one. -/
def Poles.Z (P : Poles ι κ) (e : ι → ℝ) (n : ι) : ℝ :=
  1 / (1 - deriv (P.sigma e) (e n))
```

The factor `Z` is defined with `deriv`, the derivative of the self-energy with respect to frequency at fixed spectrum. The explicit formula for the slope is derived later and is not part of the definition.

```lean
/-- `D` is a self-consistent uniform shift for level `n`: after all levels move by `D`, the
self-energy is regular at the new level and its value minus `V` is again `D`. -/
def Poles.IsShift (P : Poles ι κ) (e : ι → ℝ) (n : ι) (V D : ℝ) : Prop :=
  P.Regular (shift e D) (e n + D) ∧ D = P.sigma (shift e D) (e n + D) - V
```

`P.IsShift e n V D` is the self-consistency condition for a common shift. It includes regularity at the new level because Lean assigns the value zero to a division by zero, and an equation satisfied on top of a pole would have no physical meaning. The condition is imposed at level $n$ alone. In an actual eigenvalue-self-consistent calculation the corrections generally differ from level to level, and replacing them by one common shift is an approximation that the hypotheses do not justify. In particular, a common shift leaves the gap between occupied and empty levels as it was.

```lean
/-- One round of linearized self-consistency: from the spectrum shifted by `x`, the linearized
quasiparticle equation of level `n` gives the next uniform shift. Its domain is that of `Z`
for the shifted spectrum. -/
def Poles.step (P : Poles ι κ) (e : ι → ℝ) (n : ι) (V x : ℝ) : ℝ :=
  x + P.Z (shift e x) n * (P.sigma (shift e x) (e n + x) - V - x)
```

`P.step e n V x` is the map from $x_k$ to $x_{k+1}$. Its second term is the increment $\delta$, with `Z` and the self-energy both evaluated for the spectrum already shifted by `x`. That these quantities keep their original values is proved and not built into the definition.

## Invariance and slope

```lean
/-- The self-energy is unchanged when the spectrum and the frequency are shifted together. -/
theorem sigma_shift (P : Poles ι κ) (e : ι → ℝ) (D w : ℝ) :
    P.sigma (shift e D) (w + D) = P.sigma e w := by
  simp only [Poles.sigma, gap_shift]
```

The invariance of $\Sigma$ follows by rewriting each denominator with `gap_shift`. No regularity is needed for this identity.

```lean
/-- At a regular frequency the slope of the self-energy is minus the sum of the pole strengths
over the squared distances to the poles. -/
theorem hasDerivAt_sigma (P : Poles ι κ) {e : ι → ℝ} {w : ℝ} (h : P.Regular e w) :
    HasDerivAt (P.sigma e) (-∑ p, P.M p / P.gap e w p ^ 2) w := by
  rw [← Finset.sum_neg_distrib]
  show HasDerivAt (fun y => ∑ p, P.M p / P.gap e y p) _ w
  refine HasDerivAt.fun_sum (fun p _ => ?_)
  have hd : HasDerivAt (fun y => P.gap e y p) 1 w :=
    ((hasDerivAt_id' w).sub_const _).sub_const _
  exact ((hasDerivAt_const w (P.M p)).fun_div hd (h p)).congr_deriv (by ring)
```

`HasDerivAt` states that the derivative exists and equals the given expression, $-\sum_p M_p/g_p^2$. The proof follows the termwise differentiation: `HasDerivAt.fun_sum` reduces the claim to a single pole, `hd` records that $g_p$ has slope one, and the quotient rule `fun_div` uses `h p`, the regularity at that pole. The last `ring` brings the quotient-rule expression into the form $-M_p/g_p^2$.

```lean
/-- If the self-energy is regular at level `n`, a uniform shift of the spectrum leaves the
renormalization factor of that level unchanged. -/
theorem Z_shift (P : Poles ι κ) {e : ι → ℝ} {n : ι} (h : P.Regular e (e n)) (D : ℝ) :
    P.Z (shift e D) n = P.Z e n := by
  have h' : P.Regular (shift e D) (e n + D) := fun p => by
    rw [gap_shift]
    exact h p
  show 1 / (1 - deriv (P.sigma (shift e D)) (e n + D)) = 1 / (1 - deriv (P.sigma e) (e n))
  rw [(hasDerivAt_sigma P h').deriv, (hasDerivAt_sigma P h).deriv]
  simp only [gap_shift]
```

A rigid shift leaves $Z$ alone. The auxiliary statement `h'` transfers regularity to the shifted spectrum, so that the slope formula holds on both sides. The two sums then agree because their distances agree.

```lean
/-- With at least one pole and positive strengths, the self-energy has negative slope at every
regular frequency. -/
theorem slope_neg [Nonempty κ] (P : Poles ι κ) (hM : ∀ p, 0 < P.M p) {e : ι → ℝ} {w : ℝ}
    (h : P.Regular e w) : deriv (P.sigma e) w < 0 := by
  rw [(hasDerivAt_sigma P h).deriv]
  have hpos : 0 < ∑ p, P.M p / P.gap e w p ^ 2 :=
    Finset.sum_pos (fun p _ => div_pos (hM p)
      ((sq_nonneg _).lt_of_ne' (pow_ne_zero 2 (h p)))) Finset.univ_nonempty
  linarith
```

Each term $M_p/g_p^2$ is positive, since the strength is positive and the square of a nonzero number is positive. `Finset.sum_pos` adds the terms and needs at least one pole, which `[Nonempty κ]` supplies. With no poles the slope would be zero and $Z$ would equal one.

```lean
/-- With at least one pole, positive strengths and a self-energy regular at level `n`, the
renormalization factor of that level lies strictly between zero and one. -/
theorem Z_mem_Ioo [Nonempty κ] (P : Poles ι κ) (hM : ∀ p, 0 < P.M p) {e : ι → ℝ} {n : ι}
    (h : P.Regular e (e n)) : P.Z e n ∈ Set.Ioo (0 : ℝ) 1 := by
  have hs := slope_neg P hM h
  unfold Poles.Z
  exact ⟨one_div_pos.2 (by linarith), (div_lt_one (by linarith)).2 (by linarith)⟩
```

`Set.Ioo (0 : ℝ) 1` is the open interval $(0,1)$. Both bounds come from $1-\Sigma'(e_n)>1$.

## The unique self-consistent shift

```lean
/-- If the self-energy is regular at level `n`, the only self-consistent uniform shift is
`Σ(e n; e) - V`, evaluated with the unshifted spectrum. -/
theorem isShift_iff (P : Poles ι κ) {e : ι → ℝ} {n : ι} (h : P.Regular e (e n)) (V D : ℝ) :
    P.IsShift e n V D ↔ D = P.sigma e (e n) - V := by
  unfold Poles.IsShift
  rw [sigma_shift]
  refine ⟨And.right, fun hD => ⟨fun p => ?_, hD⟩⟩
  rw [gap_shift]
  exact h p
```

For a self-energy regular at $e_n$, the theorem says that a number $D$ is a self-consistent uniform shift if and only if $D=\Sigma(e_n;e)-V$. Read from right to left, this gives existence; read from left to right, uniqueness. The strengths may have any sign here.

After `sigma_shift` has removed the shift from the self-energy, the second half of `IsShift` is literally the right-hand side of the equivalence. The forward direction selects that half with `And.right`. The converse must also supply regularity at the shifted level, which `gap_shift` reduces to the hypothesis `h`.

## The linearized correction as $Z$ times the shift

```lean
/-- With at least one pole, positive strengths and a self-energy regular at level `n`, let `D` be
the self-consistent uniform shift. The linearized G0W0 equation has the single solution `Z D`,
and `Z` lies strictly between zero and one. -/
theorem linearized_eq_Z_mul_shift [Nonempty κ] (P : Poles ι κ) (hM : ∀ p, 0 < P.M p)
    {e : ι → ℝ} {n : ι} (h : P.Regular e (e n)) {V D : ℝ} (hD : P.IsShift e n V D) :
    P.Z e n ∈ Set.Ioo (0 : ℝ) 1 ∧
      ∀ x, x = P.sigma e (e n) + deriv (P.sigma e) (e n) * x - V ↔ x = P.Z e n * D := by
  refine ⟨Z_mem_Ioo P hM h, fun x => ?_⟩
  have hs := slope_neg P hM h
  have hne : 1 - deriv (P.sigma e) (e n) ≠ 0 := by linarith
  -- collect the terms in `x` and divide by `1 - Σ'`
  rw [(isShift_iff P h V D).1 hD, Poles.Z, one_div_mul_eq_div, eq_div_iff hne]
  constructor <;> intro hx <;> linear_combination hx
```

The hypothesis `hD` introduces $D$ as the self-consistent shift, and the preceding theorem guarantees that there is one. The conclusion has two parts: $Z$ lies in $(0,1)$, and for every real $x$ the linearized $G_0W_0$ equation holds exactly when $x=ZD$. The equivalence thus shows that $ZD$ solves the equation and that nothing else does. The theorem concerns the linearized equation; the full equation with a fixed spectrum can have several solutions.

In the proof, `isShift_iff` replaces $D$ by $\Sigma(e_n)-V$. The negative slope gives $1-\Sigma'(e_n)\neq0$, so `eq_div_iff` can clear the denominator of $Z$. What remains is the collected equation $x(1-\Sigma'(e_n))=\Sigma(e_n)-V$, and `linear_combination` passes between it and the original form in both directions.

## Convergence to the full shift

```lean
/-- With at least one pole, positive strengths and a self-energy regular at level `n`, `k` rounds
of linearized self-consistency from zero give the shift `(1 - (1 - Z) ^ k) D`, which tends to the
self-consistent uniform shift `D`. -/
theorem iterated_shift [Nonempty κ] (P : Poles ι κ) (hM : ∀ p, 0 < P.M p)
    {e : ι → ℝ} {n : ι} (h : P.Regular e (e n)) {V D : ℝ} (hD : P.IsShift e n V D) :
    (∀ k : ℕ, (P.step e n V)^[k] 0 = (1 - (1 - P.Z e n) ^ k) * D) ∧
      Tendsto (fun k : ℕ => (P.step e n V)^[k] 0) atTop (𝓝 D) := by
  have hD' := (isShift_iff P h V D).1 hD
  have closed : ∀ k : ℕ, (P.step e n V)^[k] 0 = (1 - (1 - P.Z e n) ^ k) * D := by
    intro k
    induction k with
    | zero => simp
    | succ k ih =>
      -- each round reduces the remaining error by the factor `1 - Z`
      rw [Function.iterate_succ_apply', ih, Poles.step, Z_shift P h, sigma_shift, ← hD']
      ring
  refine ⟨closed, ?_⟩
  obtain ⟨h0, h1⟩ := Z_mem_Ioo P hM h
  have ht := tendsto_pow_atTop_nhds_zero_of_lt_one
    (by linarith : 0 ≤ 1 - P.Z e n) (by linarith : 1 - P.Z e n < 1)
  have hlim := (ht.const_sub 1).mul_const D
  rw [sub_zero, one_mul] at hlim
  exact hlim.congr (fun k => (closed k).symm)

end

end QuasiparticleShift
```

The expression `(P.step e n V)^[k] 0` is the result of $k$ rounds started from zero, that is, $x_k$. The first part of the theorem gives the closed form for every $k$, including $k=0$, and the second part gives the limit $D$.

The closed form is proved by induction. In the successor step, `Z_shift` and `sigma_shift` return the factor and the self-energy to their unshifted values, `← hD'` recognizes $\Sigma(e_n)-V$ as $D$, and `ring` checks the recursion. For the limit, the bounds on $Z$ place $1-Z$ between zero and one, so its powers tend to zero. Subtracting them from one and multiplying by $D$ gives the result.

```lean
#print axioms QuasiparticleShift.linearized_eq_Z_mul_shift
-- 'QuasiparticleShift.linearized_eq_Z_mul_shift' depends on axioms: [propext, Classical.choice, Quot.sound]
#print axioms QuasiparticleShift.iterated_shift
-- 'QuasiparticleShift.iterated_shift' depends on axioms: [propext, Classical.choice, Quot.sound]
```

## With no pole in between, the full $G_0W_0$ correction is also smaller

The negative slope has a consequence for the equation before linearization, derived here informally as a supplement to the theorems. Keep at least one pole and positive strengths, and let $x\neq0$ solve $x=\Sigma(e_n+x;e)-V$ with no pole between $e_n$ and $e_n+x$, endpoints included. Subtracting $D=\Sigma(e_n;e)-V$ gives

$$x-D=\Sigma(e_n+x;e)-\Sigma(e_n;e).$$

The self-energy decreases on this interval, so the right-hand side has the sign opposite to $x$. If $x>0$ then $0<x<D$, and if $x<0$ then $D<x<0$. Such a $G_0W_0$ correction has the same sign as the self-consistent uniform shift and is smaller in magnitude.
